# The zeroth, first and second moments of a Gaussian times a plane wave in one dimension

For real a > 0 and real k, `line_moments` gives the integrals over the real line of xⁿ e^(−ax²) e^(ikx) for n = 0, 1 and 2. With L = √(π/a) e^(−k²/(4a)), they are L, (ik/(2a)) L and (1/(2a) + (ik/(2a))²) L. The Gaussian is not normalised; dividing the three values by √(π/a) gives the averages of e^(ikx), x e^(ikx) and x² e^(ikx) over the normalised Gaussian density. The proof takes the first integral from Mathlib's Fourier transform of a Gaussian, and gets the other two by integrating the derivatives of the n = 0 and n = 1 functions, which must give zero.

Lean 4 with Mathlib refuses this proof:

```lean
import Mathlib

open MeasureTheory Matrix
open scoped Real

namespace QuadrupoleScattering

noncomputable section

/-- A power of one coordinate times a Gaussian and a plane wave along that axis. -/
def mode (a k : ℝ) (n : ℕ) (x : ℝ) : ℂ :=
  ((x ^ n * Real.exp (-a * x ^ 2) : ℝ) : ℂ) * Complex.exp (((k * x : ℝ) : ℂ) * Complex.I)

/-- The Fourier transform of a one-dimensional Gaussian, in closed form. -/
def lineFactor (a k : ℝ) : ℝ := Real.sqrt (π / a) * Real.exp (-k ^ 2 / (4 * a))

/-- Every power of a coordinate times a Gaussian and a plane wave is integrable. -/
lemma integrable_mode {a : ℝ} (ha : 0 < a) (k : ℝ) (n : ℕ) : Integrable (mode a k n) := by
  have h : Integrable (fun x : ℝ => x ^ n * Real.exp (-a * x ^ 2)) := by
    have h := integrable_rpow_mul_exp_neg_mul_sq ha (s := (n : ℝ))
      (by have : (0 : ℝ) ≤ n := Nat.cast_nonneg n
          linarith)
    simpa only [Real.rpow_natCast] using h
  refine h.mono ?_ (Filter.Eventually.of_forall fun x => le_of_eq ?_)
  · have hc : Continuous (mode a k n) := by
      unfold mode
      fun_prop
    exact hc.aestronglyMeasurable
  · rw [mode, norm_mul, Complex.norm_exp_ofReal_mul_I, mul_one, Complex.norm_real]

/-- The derivative of a Gaussian times a plane wave along one axis. -/
lemma hasDerivAt_mode_zero (a k x : ℝ) : HasDerivAt (mode a k 0)
    (-(2 * a) * mode a k 1 x + Complex.I * k * mode a k 0 x) x := by
  have h1 : HasDerivAt (fun x : ℝ => Real.exp (-a * x ^ 2))
      (Real.exp (-a * x ^ 2) * (-a * (2 * x))) x :=
    ((hasDerivAt_pow 2 x).const_mul (-a)).exp.congr_deriv (by simp)
  have h2 : HasDerivAt (fun x : ℝ => Complex.exp (((k * x : ℝ) : ℂ) * Complex.I))
      (Complex.exp (((k * x : ℝ) : ℂ) * Complex.I) * (k * Complex.I)) x :=
    (((hasDerivAt_id' x).const_mul k).ofReal_comp.mul_const Complex.I).cexp.congr_deriv
      (by simp)
  have e : ∀ y, mode a k 0 y = ((Real.exp (-a * y ^ 2) : ℝ) : ℂ) *
      Complex.exp (((k * y : ℝ) : ℂ) * Complex.I) := by
    intro y
    simp only [mode, pow_zero, one_mul]
  refine ((h1.ofReal_comp.fun_mul h2).congr_of_eventuallyEq
    (Filter.Eventually.of_forall e)).congr_deriv ?_
  simp only [mode]
  push_cast
  ring

/-- The zeroth, first and second moments of a Gaussian times a plane wave along one axis. -/
theorem line_moments {a : ℝ} (ha : 0 < a) (k : ℝ) :
    (∫ x, mode a k 0 x) = lineFactor a k ∧
    (∫ x, mode a k 1 x) = Complex.I * k / (2 * a) * lineFactor a k ∧
    (∫ x, mode a k 2 x) = (1 / (2 * a) + (Complex.I * k / (2 * a)) ^ 2) * lineFactor a k := by
  have ha' : (a : ℂ) ≠ 0 := by exact_mod_cast ha.ne'
  have hc : 2 * (a : ℂ) * (1 / (2 * a)) = 1 := by field_simp
  have hI := integrable_mode ha k
  have m0 : (∫ x, mode a k 0 x) = lineFactor a k := by
    have hs : ((Real.sqrt (π / a) : ℝ) : ℂ) = ((π : ℂ) / a) ^ (1 / 2 : ℂ) := by
      rw [Real.sqrt_eq_rpow, Complex.ofReal_cpow (by positivity)]
      push_cast <;> rfl
    have hg := fourierIntegral_gaussian (b := (a : ℂ)) (by simpa using ha) (k : ℂ)
    rw [lineFactor, Complex.ofReal_mul, hs]
    push_cast
    rw [← hg]
    congr 1
    funext x
    simp only [mode]
    push_cast
    rw [show Complex.I * (k : ℂ) * x = k * x * Complex.I by ring]
    ring
  -- the integral of a total derivative over the line vanishes
  have m1 : (∫ x, mode a k 1 x) = Complex.I * k / (2 * a) * lineFactor a k := by
    have h := integral_eq_zero_of_hasDerivAt_of_integrable (hasDerivAt_mode_zero a k)
      (((hI 1).const_mul _).add ((hI 0).const_mul _)) (hI 0)
    rw [integral_add ((hI 1).const_mul _) ((hI 0).const_mul _),
      integral_const_mul, integral_const_mul, m0] at h
    linear_combination (-(1 / (2 * (a : ℂ)))) * h - (∫ x, mode a k 1 x) * hc
  refine ⟨m0, m1, ?_⟩
  have hd : ∀ x, HasDerivAt (mode a k 1)
      (mode a k 0 x + (-(2 * a) * mode a k 2 x + Complex.I * k * mode a k 1 x)) x := by
    intro x
    convert (hasDerivAt_id' x).ofReal_comp.fun_mul (hasDerivAt_mode_zero a k x) using 1
    · funext y
      simp only [mode]
      push_cast
      ring
    · simp only [mode]
      push_cast
      ring
  have h := integral_eq_zero_of_hasDerivAt_of_integrable hd
    ((hI 0).add (((hI 2).const_mul _).add ((hI 1).const_mul _))) (hI 1)
  rw [integral_add (hI 0) (((hI 2).const_mul _).add ((hI 1).const_mul _)),
    integral_add ((hI 2).const_mul _) ((hI 1).const_mul _),
    integral_const_mul, integral_const_mul, m0, m1] at h
  linear_combination (-(1 / (2 * (a : ℂ)))) * h - (∫ x, mode a k 2 x) * hc

end

end QuadrupoleScattering
```

Messages:

```
Main.lean:85:6: error: Tactic `apply` failed: could not unify the conclusion of `@funext`
  ?f = ?g
with the goal
  Complex.addCommGroup = instCommCStarAlgebraComplex.toCStarAlgebra.toAddCommGroup

Note: The full type of `@funext` is
  ∀ {α : Sort ?u.259} {β : α → Sort ?u.258} {f g : (x : α) → β x}, (∀ (x : α), f x = g x) → f = g

case e'_4
a : ℝ
ha : 0 < a
k : ℝ
ha' : ↑a ≠ 0
hc : 2 * ↑a * (1 / (2 * ↑a)) = 1
hI : ∀ (n : ℕ), Integrable (mode a k n) volume
m0 : ∫ (x : ℝ), mode a k 0 x = ↑(lineFactor a k)
m1 : ∫ (x : ℝ), mode a k 1 x = Complex.I * ↑k / (2 * ↑a) * ↑(lineFactor a k)
x : ℝ
⊢ Complex.addCommGroup = instCommCStarAlgebraComplex.toCStarAlgebra.toAddCommGroup
Try this:
  [apply] ring_nf
  
  The `ring` tactic failed to close the goal. Use `ring_nf` to obtain a normal form.
    
  Note that `ring` works primarily in *commutative* rings. If you have a noncommutative ring, abelian group or module, consider using `noncomm_ring`, `abel` or `module` instead.
Main.lean:89:4: error: unsolved goals
case e'_8
a : ℝ
ha : 0 < a
k : ℝ
ha' : ↑a ≠ 0
hc : 2 * ↑a * (1 / (2 * ↑a)) = 1
hI : ∀ (n : ℕ), Integrable (mode a k n) volume
m0 : ∫ (x : ℝ), mode a k 0 x = ↑(lineFactor a k)
m1 : ∫ (x : ℝ), mode a k 1 x = Complex.I * ↑k / (2 * ↑a) * ↑(lineFactor a k)
x : ℝ
⊢ mode a k 1 = fun i => ↑i * Complex.exp (-(↑i ^ 2 * ↑a)) * Complex.exp (↑i * ↑k * Complex.I)
Main.lean:82:85: error: unsolved goals
case e'_9
a : ℝ
ha : 0 < a
k : ℝ
ha' : ↑a ≠ 0
hc : 2 * ↑a * (1 / (2 * ↑a)) = 1
hI : ∀ (n : ℕ), Integrable (mode a k n) volume
m0 : ∫ (x : ℝ), mode a k 0 x = ↑(lineFactor a k)
m1 : ∫ (x : ℝ), mode a k 1 x = Complex.I * ↑k / (2 * ↑a) * ↑(lineFactor a k)
x : ℝ
⊢ mode a k 0 x + (-(2 * ↑a) * mode a k 2 x + Complex.I * ↑k * mode a k 1 x) =
    ↑1 * mode a k 0 x + ↑x * (-(2 * ↑a) * mode a k 1 x + Complex.I * ↑k * mode a k 0 x)
Main.lean:94:6: error: Tactic `rewrite` failed: Did not find an occurrence of the pattern
  ∫ (a_1 : ℝ), mode a k 0 a_1 + ((fun x => ?m.892 * mode a k 2 x) + fun x => ?m.910 * mode a k 1 x) a_1
in the target expression
  ∫ (x : ℝ), mode a k 0 x + (-(2 * ↑a) * mode a k 2 x + Complex.I * ↑k * mode a k 1 x) = 0

a : ℝ
ha : 0 < a
k : ℝ
ha' : ↑a ≠ 0
hc : 2 * ↑a * (1 / (2 * ↑a)) = 1
hI : ∀ (n : ℕ), Integrable (mode a k n) volume
m0 : ∫ (x : ℝ), mode a k 0 x = ↑(lineFactor a k)
m1 : ∫ (x : ℝ), mode a k 1 x = Complex.I * ↑k / (2 * ↑a) * ↑(lineFactor a k)
hd : ∀ (x : ℝ), HasDerivAt (mode a k 1) (mode a k 0 x + (-(2 * ↑a) * mode a k 2 x + Complex.I * ↑k * mode a k 1 x)) x
h : ∫ (x : ℝ), mode a k 0 x + (-(2 * ↑a) * mode a k 2 x + Complex.I * ↑k * mode a k 1 x) = 0
⊢ ∫ (x : ℝ), mode a k 2 x = (1 / (2 * ↑a) + (Complex.I * ↑k / (2 * ↑a)) ^ 2) * ↑(lineFactor a k)
```

The first three errors come from `convert ... using 1` in `hd`. The goal and the product rule's result carry the additive group structure on ℂ in two different forms. These are equal by definition, but `convert` did not identify them and left their equality as an extra goal, making three where the proof expected two. That goal came first, so `funext` met an equality that was not between functions. The second block then got the equality of functions, where `mode a k 1` has no argument and stayed folded, so `ring` failed. The equality of derivatives was left with no block to prove it.

The repair proves the functions equal at each point in `e` and passes this to `congr_of_eventuallyEq`. With `refine`, Lean checks the two forms of the group structure by unfolding definitions, so they no longer appear as a goal. `congr_deriv` leaves only the equality of derivatives, which `ring` closes after unfolding and `push_cast`.

The last error is a failed rewrite. `Integrable.add` states its result for a sum of functions `f + g`, so `integral_add` looked for such a sum applied to a point, while `h` has the sum written out pointwise. The new `hs` states integrability in the pointwise form, and the rewrite matches.

Using `hs` in `h` as well, splitting `push_cast <;> rfl` and rewording the comment cure none of the errors.

Lean accepts the file once it reads:

```diff
@@ -60,5 +60,6 @@
     have hs : ((Real.sqrt (π / a) : ℝ) : ℂ) = ((π : ℂ) / a) ^ (1 / 2 : ℂ) := by
       rw [Real.sqrt_eq_rpow, Complex.ofReal_cpow (by positivity)]
-      push_cast <;> rfl
+      push_cast
+      rfl
     have hg := fourierIntegral_gaussian (b := (a : ℂ)) (by simpa using ha) (k : ℂ)
     rw [lineFactor, Complex.ofReal_mul, hs]
@@ -71,5 +72,5 @@
     rw [show Complex.I * (k : ℂ) * x = k * x * Complex.I by ring]
     ring
-  -- the integral of a total derivative over the line vanishes
+  -- the derivative of an integrable function integrates to zero over the line if it is integrable
   have m1 : (∫ x, mode a k 1 x) = Complex.I * k / (2 * a) * lineFactor a k := by
     have h := integral_eq_zero_of_hasDerivAt_of_integrable (hasDerivAt_mode_zero a k)
@@ -82,15 +83,20 @@
       (mode a k 0 x + (-(2 * a) * mode a k 2 x + Complex.I * k * mode a k 1 x)) x := by
     intro x
-    convert (hasDerivAt_id' x).ofReal_comp.fun_mul (hasDerivAt_mode_zero a k x) using 1
-    · funext y
+    have e : ∀ y : ℝ, mode a k 1 y = (y : ℂ) * mode a k 0 y := by
+      intro y
       simp only [mode]
       push_cast
       ring
-    · simp only [mode]
-      push_cast
-      ring
+    refine (((hasDerivAt_id' x).ofReal_comp.fun_mul
+      (hasDerivAt_mode_zero a k x)).congr_of_eventuallyEq
+      (Filter.Eventually.of_forall e)).congr_deriv ?_
+    simp only [mode]
+    push_cast
+    ring
+  have hs : Integrable (fun x => -(2 * (a : ℂ)) * mode a k 2 x +
+      Complex.I * k * mode a k 1 x) := ((hI 2).const_mul _).add ((hI 1).const_mul _)
   have h := integral_eq_zero_of_hasDerivAt_of_integrable hd
-    ((hI 0).add (((hI 2).const_mul _).add ((hI 1).const_mul _))) (hI 1)
-  rw [integral_add (hI 0) (((hI 2).const_mul _).add ((hI 1).const_mul _)),
+    ((hI 0).add hs) (hI 1)
+  rw [integral_add (hI 0) hs,
     integral_add ((hI 2).const_mul _) ((hI 1).const_mul _),
     integral_const_mul, integral_const_mul, m0, m1] at h
```
